# A Nosé–Hoover chain attached to one particle conserves its extended energy

In a molecular dynamics run with a Nosé–Hoover chain, one logs the extended energy and checks it for drift. The check rests on this quantity being constant along exact trajectories, shown here for one particle in one dimension with its own chain:

E = p²/(2m) + V(q) + Σ π_i²/(2Q_i) + T Σ η_i

The particle has position q, velocity v, momentum p and mass m, and moves in a potential V. Thermostat i, with i = 0, …, M − 1, has position η_i, velocity w_i, momentum π_i and mass Q_i. The temperature T is in energy units.

## An exact trajectory

The motion must satisfy, at every real time,

q̇ = v, p = m v, ṗ = −V′(q) − w_0 p

η̇_i = w_i, π_i = Q_i w_i, π̇_i = G_i − T − d_i π_i

Here G_i is twice the kinetic energy of whatever drives thermostat i: G_0 = m v² and G_(i+1) = Q_i w_i². The friction d_i is w_(i+1), or zero for the last thermostat.

In Lean, `Motion` holds the functions of time (`pEta` is π), `IsSolution` states the equations, and `upstream` and `downstream` are G and d. `extendedEnergy` is E.

```lean
import Mathlib

open Finset

namespace NoseHooverChain

noncomputable section

/-- A motion of one particle and its thermostats: position `q`, velocity `v`, momentum `p`,
and thermostat positions `eta i`, velocities `w i`, momenta `pEta i`, numbered from zero. -/
structure Motion where
  q : ℝ → ℝ
  v : ℝ → ℝ
  p : ℝ → ℝ
  eta : ℕ → ℝ → ℝ
  w : ℕ → ℝ → ℝ
  pEta : ℕ → ℝ → ℝ

/-- Twice the kinetic energy of the element that drives thermostat `i`: the particle for the
first thermostat, the preceding thermostat for the others. -/
def upstream (m : ℝ) (Q : ℕ → ℝ) (x : Motion) : ℕ → ℝ → ℝ
  | 0, t => m * x.v t ^ 2
  | i + 1, t => Q i * x.w i t ^ 2

/-- The friction coefficient acting on thermostat `i` in a chain of length `M`: the velocity
of the next thermostat, and zero at the end of the chain. -/
def downstream (M : ℕ) (x : Motion) (i : ℕ) (t : ℝ) : ℝ :=
  if i + 1 < M then x.w (i + 1) t else 0

/-- The Nosé-Hoover chain equations of motion for `M` thermostats with masses `Q i` at
temperature `T` (in energy units), attached to a particle of mass `m` in the potential `V`. -/
structure IsSolution (M : ℕ) (m T : ℝ) (Q : ℕ → ℝ) (V : ℝ → ℝ) (x : Motion) : Prop where
  position : ∀ t, HasDerivAt x.q (x.v t) t
  momentum : ∀ t, x.p t = m * x.v t
  force : ∀ t, HasDerivAt x.p (-deriv V (x.q t) - x.w 0 t * x.p t) t
  bath_position : ∀ i < M, ∀ t, HasDerivAt (x.eta i) (x.w i t) t
  bath_momentum : ∀ i < M, ∀ t, x.pEta i t = Q i * x.w i t
  bath_force : ∀ i < M, ∀ t, HasDerivAt (x.pEta i)
    (upstream m Q x i t - T - downstream M x i t * x.pEta i t) t

/-- The energy of the particle, `p²/(2m) + V(q)`. -/
def particleEnergy (m : ℝ) (V : ℝ → ℝ) (x : Motion) (t : ℝ) : ℝ :=
  x.p t ^ 2 / (2 * m) + V (x.q t)

/-- The energy of the thermostats, `∑ π_i²/(2Q_i) + T ∑ η_i`. -/
def bathEnergy (M : ℕ) (T : ℝ) (Q : ℕ → ℝ) (x : Motion) (t : ℝ) : ℝ :=
  ∑ i ∈ range M, x.pEta i t ^ 2 / (2 * Q i) + T * ∑ i ∈ range M, x.eta i t

/-- The extended energy: particle energy plus thermostat energy. -/
def extendedEnergy (M : ℕ) (m T : ℝ) (Q : ℕ → ℝ) (V : ℝ → ℝ) (x : Motion) (t : ℝ) : ℝ :=
  particleEnergy m V x t + bathEnergy M T Q x t
```

Every rate below comes from these equations. A discretised trajectory satisfies them only approximately, so its E may vary. Several coupled particles and chains shared by several degrees of freedom are not covered, and conservation does not establish canonical sampling.

## Nonzero masses

Masses give the particle and the thermostats inertia. The proof assumes of them only that m ≠ 0 and Q_i ≠ 0, which includes the physical case of positive masses. By hand, they enter when a kinetic energy is differentiated:

d/dt [p²/(2m)] = p ṗ/m = v ṗ

The same step gives w_i π̇_i for a thermostat. `kinetic_rate` applies the product rule, then cancels the mass using `hm`. With a zero mass, the quotient no longer represents a kinetic energy.

```lean
/-- The kinetic energy of a body changes at the rate velocity times force. -/
theorem kinetic_rate {f : ℝ → ℝ} {f' m v t : ℝ} (hm : m ≠ 0)
    (hf : HasDerivAt f f' t) (hv : f t = m * v) :
    HasDerivAt (fun s => f s ^ 2 / (2 * m)) (v * f') t := by
  have h := (hf.fun_mul hf).div_const (2 * m)
  have e : (f' * f t + f t * f') / (2 * m) = v * f' := by
    rw [hv, div_eq_iff (mul_ne_zero two_ne_zero hm)]
    ring
  rw [e] at h
  simpa only [pow_two] using h
```

## At least one thermostat

M ≥ 1 means that the thermostat damping the particle belongs to the chain whose energy is counted. Setting T aside, the chain receives power

Σ w_i G_i − Σ d_i Q_i w_i²

For i + 1 < M, the loss d_i Q_i w_i² equals w_(i+1) G_(i+1), the gain of the next thermostat. Everything cancels except w_0 G_0 = w_0 m v².

`chain_power` writes M as n + 1. Its step `loss` shifts the index, `gain` splits off the first term, and subtraction leaves that term. For M = 0, w_0 would still damp the particle while no bath energy was counted: a moving free particle with w_0 = 1 would simply lose energy.

```lean
/-- The powers exchanged between neighbouring thermostats cancel in the sum over the chain;
only the power exchanged with the particle remains. -/
theorem chain_power (M : ℕ) (hM : 1 ≤ M) (m : ℝ) (Q : ℕ → ℝ) (x : Motion) (t : ℝ) :
    ∑ i ∈ range M, x.w i t * (upstream m Q x i t - downstream M x i t * (Q i * x.w i t))
      = x.w 0 t * (m * x.v t ^ 2) := by
  obtain ⟨n, rfl⟩ : ∃ n, M = n + 1 := ⟨M - 1, by omega⟩
  -- the power lost by thermostat i is the power gained by thermostat i + 1
  have loss : ∑ i ∈ range (n + 1), downstream (n + 1) x i t * (Q i * x.w i t ^ 2)
      = ∑ i ∈ range n, x.w (i + 1) t * upstream m Q x (i + 1) t := by
    have last : downstream (n + 1) x n t = 0 := by simp [downstream]
    rw [sum_range_succ, last, zero_mul, add_zero]
    refine sum_congr rfl fun i hi => ?_
    have hi' : i + 1 < n + 1 := by
      have := mem_range.mp hi
      omega
    simp only [downstream, upstream, if_pos hi']
  have gain := sum_range_succ' (fun i => x.w i t * upstream m Q x i t) n
  have split : ∑ i ∈ range (n + 1),
      x.w i t * (upstream m Q x i t - downstream (n + 1) x i t * (Q i * x.w i t))
      = ∑ i ∈ range (n + 1), x.w i t * upstream m Q x i t
        - ∑ i ∈ range (n + 1), downstream (n + 1) x i t * (Q i * x.w i t ^ 2) := by
    rw [← sum_sub_distrib]
    exact sum_congr rfl fun i _ => by ring
  rw [split, loss, gain, add_sub_cancel_left]
  rfl
```

## A differentiable potential

Differentiability means that there is a force at every position. It permits the chain rule for V(q), so the particle energy changes at the rate

v(−V′(q) − w_0 m v) + V′(q) v = −w_0 m v²

In `particle_rate`, `hV` supplies this chain rule through `comp`. At a potential step the argument fails: Lean sets `deriv V` to zero there, so a particle could cross without a force while V(q) jumps.

```lean
variable {M : ℕ} {m T : ℝ} {Q : ℕ → ℝ} {V : ℝ → ℝ} {x : Motion}

/-- The particle loses energy at the rate `w₀ m v²`, through the friction force `-w₀ p`. -/
theorem particle_rate (hm : m ≠ 0) (hV : Differentiable ℝ V)
    (h : IsSolution M m T Q V x) (t : ℝ) :
    HasDerivAt (particleEnergy m V x) (-(x.w 0 t * (m * x.v t ^ 2))) t := by
  have hp := (hV (x.q t)).hasDerivAt.comp t (h.position t)
  refine ((kinetic_rate hm (h.force t) (h.momentum t)).fun_add hp).congr_deriv ?_
  rw [h.momentum t]
  ring
```

## The same temperature in the force and in the energy

T sets the kinetic energy at which a thermostat's drive balances. In the energy rate, −T w_i from the force cancels T η̇_i = T w_i, so the bath gains exactly w_0 m v². `bath_rate` differentiates the sums term by term, cancels T and applies `chain_power`.

```lean
/-- The thermostat energy grows at the rate `w₀ m v²`. -/
theorem bath_rate (hM : 1 ≤ M) (hQ : ∀ i < M, Q i ≠ 0)
    (h : IsSolution M m T Q V x) (t : ℝ) :
    HasDerivAt (bathEnergy M T Q x) (x.w 0 t * (m * x.v t ^ 2)) t := by
  have hk : HasDerivAt (fun s => ∑ i ∈ range M, x.pEta i s ^ 2 / (2 * Q i))
      (∑ i ∈ range M, x.w i t *
        (upstream m Q x i t - T - downstream M x i t * x.pEta i t)) t :=
    HasDerivAt.fun_sum fun i hi =>
      have hi' := mem_range.mp hi
      kinetic_rate (hQ i hi') (h.bath_force i hi' t) (h.bath_momentum i hi' t)
  have he : HasDerivAt (fun s => ∑ i ∈ range M, x.eta i s) (∑ i ∈ range M, x.w i t) t :=
    HasDerivAt.fun_sum fun i hi => h.bath_position i (mem_range.mp hi) t
  refine (hk.fun_add (he.const_mul T)).congr_deriv ?_
  -- the terms with T cancel, and the rest telescopes
  refine Eq.trans ?_ (chain_power M hM m Q x t)
  rw [mul_sum, ← sum_add_distrib]
  refine sum_congr rfl fun i hi => ?_
  rw [h.bath_momentum i (mem_range.mp hi) t]
  ring
```

Adding the particle and bath rates gives Ė = 0, and a function with zero derivative everywhere is constant.

```lean
/-- For nonzero masses, a differentiable potential and any chain length `M ≥ 1`, the extended energy
`p²/(2m) + V(q) + ∑ π_i²/(2Q_i) + T ∑ η_i` is constant in time along each solution of the
Nosé-Hoover chain equations. -/
theorem extendedEnergy_conserved (hM : 1 ≤ M) (hm : m ≠ 0) (hQ : ∀ i < M, Q i ≠ 0)
    (hV : Differentiable ℝ V) (h : IsSolution M m T Q V x) (t₁ t₂ : ℝ) :
    extendedEnergy M m T Q V x t₁ = extendedEnergy M m T Q V x t₂ := by
  have hd : ∀ t, HasDerivAt (extendedEnergy M m T Q V x) 0 t := fun t =>
    ((particle_rate hm hV h t).fun_add (bath_rate hM hQ h t)).congr_deriv (by ring)
  exact is_const_of_deriv_eq_zero (fun t => (hd t).differentiableAt)
    (fun t => (hd t).deriv) t₁ t₂
```

If the masses are positive and V ≥ V₀, the kinetic terms can be dropped from E to bound T Σ η_i from above. Without these signs that estimate is unavailable.

```lean
/-- Along a solution with at least one thermostat, positive masses and a differentiable potential
bounded below by `V₀`, the term `T ∑ η_i` never exceeds the extended energy at time zero minus `V₀`.
-/
theorem bath_position_bound (hM : 1 ≤ M) (hm : 0 < m) (hQ : ∀ i < M, 0 < Q i)
    (hV : Differentiable ℝ V) (h : IsSolution M m T Q V x) {V₀ : ℝ} (hV₀ : ∀ y, V₀ ≤ V y)
    (t : ℝ) : T * ∑ i ∈ range M, x.eta i t ≤ extendedEnergy M m T Q V x 0 - V₀ := by
  have hc := extendedEnergy_conserved hM hm.ne' (fun i hi => (hQ i hi).ne') hV h t 0
  have h1 : 0 ≤ x.p t ^ 2 / (2 * m) := by positivity
  have h2 : 0 ≤ ∑ i ∈ range M, x.pEta i t ^ 2 / (2 * Q i) :=
    sum_nonneg fun i hi =>
      div_nonneg (sq_nonneg _) (mul_nonneg zero_le_two (hQ i (mem_range.mp hi)).le)
  rw [← hc]
  simp only [extendedEnergy, particleEnergy, bathEnergy]
  linarith [hV₀ (x.q t)]
```

An explicit motion shows what happens when the coefficient of Σ η_i in the energy differs from the T in the equations of motion. Take a free particle with initial velocity u = 2, unit masses, M = 2 and T = u² = 4, and let both thermostats start at rest with η_0 = η_1 = 0. Then v = 2 at all times, thermostat 0 stays at rest at η_0 = 0, and w_1 = −4t, η_1 = −2t². At t = 0, E = 2. At t = 1,

E = 2 + 16/2 + 4 · (−2) = 2

With coefficient 3 in place of T, the value at t = 1 would be 2 + 8 − 6 = 4. `drift_witness` verifies the equations of motion for every u, and `coefficient_sharp` shows that, for u ≠ 0, only the coefficient u² gives a constant along this motion.

```lean
/-- A particle moving at constant velocity `u`, with thermostat 0 at rest and thermostat 1
uniformly accelerated. -/
def drift (u : ℝ) : Motion where
  q := fun t => u * t
  v := fun _ => u
  p := fun _ => u
  eta := fun i t => -(i * u ^ 2) / 2 * (t * t)
  w := fun i t => -(i * u ^ 2) * t
  pEta := fun i t => -(i * u ^ 2) * t

/-- The motion `drift u` solves the equations of a chain of two thermostats with unit masses
at temperature `u²`, attached to a free particle of unit mass. -/
theorem drift_witness (u : ℝ) :
    IsSolution 2 1 (u ^ 2) (fun _ => 1) (fun _ => 0) (drift u) where
  position t := ((hasDerivAt_id' t).const_mul u).congr_deriv (mul_one u)
  momentum t := (one_mul u).symm
  force t := (hasDerivAt_const t u).congr_deriv (by simp [drift])
  bath_position i _ t :=
    (((hasDerivAt_id' t).fun_mul (hasDerivAt_id' t)).const_mul
      (-((i : ℝ) * u ^ 2) / 2)).congr_deriv (by simp only [drift]; ring)
  bath_momentum i _ t := (one_mul _).symm
  bath_force i hi t :=
    ((hasDerivAt_id' t).const_mul (-((i : ℝ) * u ^ 2))).congr_deriv (by
      interval_cases i <;> simp [drift, upstream, downstream])

/-- Along `drift u` with `u ≠ 0`, the extended energy with the coefficient of `∑ η_i` replaced
by `c` is constant in time exactly when `c` is the temperature `u²`. -/
theorem coefficient_sharp {u : ℝ} (hu : u ≠ 0) (c : ℝ) :
    (∀ t, extendedEnergy 2 1 c (fun _ => 1) (fun _ => 0) (drift u) t
      = extendedEnergy 2 1 c (fun _ => 1) (fun _ => 0) (drift u) 0) ↔ c = u ^ 2 := by
  have e : ∀ t, extendedEnergy 2 1 c (fun _ => 1) (fun _ => 0) (drift u) t
      = u ^ 2 / 2 + u ^ 2 * (u ^ 2 - c) / 2 * t ^ 2 := by
    intro t
    simp only [extendedEnergy, particleEnergy, bathEnergy, drift, sum_range_succ,
      sum_range_zero]
    push_cast
    ring
  constructor
  · intro h
    have h1 := h 1
    rw [e 1, e 0] at h1
    have h2 : u ^ 2 * (u ^ 2 - c) = 0 := by linarith
    rcases mul_eq_zero.mp h2 with h3 | h3
    · exact absurd h3 (pow_ne_zero 2 hu)
    · linarith
  · intro hc t
    rw [e t, e 0, hc]
    ring

end

end NoseHooverChain
```

```lean
#print axioms NoseHooverChain.extendedEnergy_conserved
#print axioms NoseHooverChain.bath_position_bound
#print axioms NoseHooverChain.coefficient_sharp
```

```
'NoseHooverChain.extendedEnergy_conserved' depends on axioms: [propext, Classical.choice, Quot.sound]
'NoseHooverChain.bath_position_bound' depends on axioms: [propext, Classical.choice, Quot.sound]
'NoseHooverChain.coefficient_sharp' depends on axioms: [propext, Classical.choice, Quot.sound]
```
